# With nonzero second differences, Aitken extrapolation is constant exactly for a constant plus a geometric sequence

A slowly converging self-consistent iteration can look finished while it is still far from its answer. If each step multiplies the error by 0.99, two successive iterates differ by only one per cent of the error that the first of them carries. Aitken extrapolation turns three successive iterates into an estimate of the fixed point. A criterion for exactness says for which sequences that estimate is the fixed point itself and not merely another approximation to it. The problems below find the criterion and apply it to damped self-consistency steps for a single scalar quantity with a linear map.

## Iterates, second differences and damped steps

Let $x_0, x_1, x_2, \dots$ be a sequence in a field $K$, for instance the real or the complex numbers. Its second difference and its extrapolated value are

$$D_n = x_{n+2} - 2x_{n+1} + x_n, \qquad A_n = x_n - \frac{(x_{n+1}-x_n)^2}{D_n}.$$

For a fixed reference value $s\in K$, write $e_n = x_n - s$ for the error. In Lean, $x_n$ is `x n`, $D_n$ is `secondDiff x n` and $A_n$ is `aitken x n`; the errors are written out as `x n - s`.

```lean
import Mathlib

open Filter Topology

namespace AitkenExtrapolation

noncomputable section

variable {K : Type*} [Field K]

/-- The second difference `x(n+2) - 2 x(n+1) + x(n)` of a sequence of iterates. -/
def secondDiff (x : ℕ → K) (n : ℕ) : K := x (n + 2) - 2 * x (n + 1) + x n

/-- The Aitken extrapolation of three successive iterates, meant for a nonzero second
difference. -/
def aitken (x : ℕ → K) (n : ℕ) : K := x n - (x (n + 1) - x n) ^ 2 / secondDiff x n
```

A self-consistency map $F$ takes an input value to an output value, and a solution is a $y$ with $F(y)=y$. Damping mixes the two with a parameter $\alpha$, so that the next input is $(1-\alpha)y+\alpha F(y)$.

```lean
/-- One damped self-consistency step: the old value is mixed with the output of the map `F`,
with mixing parameter `α`. -/
def mixStep (α : K) (F : K → K) (y : K) : K := (1 - α) * y + α * F y
```

## (a) The error of the extrapolated value

Suppose $D_n \neq 0$. Show that

$$A_n - s = \frac{e_n e_{n+2} - e_{n+1}^2}{D_n}.$$

The reference value cancels from all differences, so $x_{n+1}-x_n = e_{n+1}-e_n$ and $D_n = e_{n+2}-2e_{n+1}+e_n$. Putting everything over $D_n$ gives

$$A_n - s = \frac{e_n(e_{n+2}-2e_{n+1}+e_n) - (e_{n+1}^2 - 2e_ne_{n+1} + e_n^2)}{D_n},$$

and the terms $e_n^2$ and $2e_ne_{n+1}$ cancel in the numerator.

```lean
/-- Where the second difference is nonzero, the deviation of the extrapolated value from `s`
is expressed by the deviations of the three iterates from `s`. -/
theorem aitken_error (x : ℕ → K) (s : K) (n : ℕ) (h : secondDiff x n ≠ 0) :
    aitken x n - s =
      ((x n - s) * (x (n + 2) - s) - (x (n + 1) - s) ^ 2) / secondDiff x n := by
  rw [eq_div_iff h]
  have hd : (x (n + 1) - x n) ^ 2 / secondDiff x n * secondDiff x n
      = (x (n + 1) - x n) ^ 2 := div_mul_cancel₀ _ h
  have hD : secondDiff x n = x (n + 2) - 2 * x (n + 1) + x n := rfl
  unfold aitken
  linear_combination (x n - s) * hD - hd
```

The hypothesis `h` is $D_n\neq0$. The proof multiplies through by $D_n$ with `eq_div_iff`, records in `hd` that the fraction inside $A_n$ then loses its denominator, and leaves the polynomial identity to `linear_combination`.

## (b) Exactness at a single step

Suppose again that $D_n\neq 0$. Show that

$$A_n = s \iff e_n e_{n+2} = e_{n+1}^2.$$

By (a), $A_n - s$ is a fraction with nonzero denominator. It vanishes exactly when its numerator does.

```lean
/-- Where the second difference is nonzero, the extrapolation returns `s` exactly when the product
of the first and third errors equals the square of the second. -/
theorem aitken_eq_iff (x : ℕ → K) (s : K) (n : ℕ) (h : secondDiff x n ≠ 0) :
    aitken x n = s ↔ (x n - s) * (x (n + 2) - s) = (x (n + 1) - s) ^ 2 := by
  rw [← sub_eq_zero (a := aitken x n), aitken_error x s n h, div_eq_zero_iff,
    or_iff_left h, sub_eq_zero]
```

The rewriting follows the same order: move $s$ to the left, insert (a), and discard the alternative that the denominator is zero.

## (c) The second difference of a geometric error

For any $s,c,q\in K$ let $x_k = s + c\,q^k$. Show that

$$D_n = c\,q^n (q-1)^2.$$

The constant contributes $s-2s+s=0$. The rest is $c\,q^n(q^2-2q+1)$, which is the stated product.

```lean
/-- The second difference of the sequence `s + c q^n`, a constant plus a geometric sequence, is
`c q^n (q - 1)^2`. -/
theorem secondDiff_geometric (s c q : K) (n : ℕ) :
    secondDiff (fun k => s + c * q ^ k) n = c * q ^ n * (q - 1) ^ 2 := by
  simp only [secondDiff]
  ring
```

After the definition is unfolded, `ring` carries out this expansion.

## (d) Exactness at every step

Show that the two conditions

$$D_n\neq 0 \ \text{ and }\ A_n = s \quad\text{for all } n$$

hold if and only if there are $c\neq0$ and $q\notin\{0,1\}$ in $K$ with

$$x_n = s + c\,q^n \quad\text{for all } n.$$

Assume the first statement. By (b), $e_ne_{n+2}=e_{n+1}^2$ for every $n$. If some $e_n$ were zero, this relation would give $e_{n+1}=0$, and the relation at $n+1$ would give $e_{n+2}=0$. Then $D_n=0$, a contradiction, so no error vanishes.

Set $q=e_1/e_0$. If $e_{n+1}=q\,e_n$, then $e_ne_{n+2}=e_{n+1}^2=q\,e_ne_{n+1}$, and cancelling $e_n$ gives $e_{n+2}=q\,e_{n+1}$. By induction the ratio is the same at every step, hence $e_n=e_0q^n$ and $c=e_0\neq0$. The value $q=0$ would make $e_1$ vanish, and $q=1$ would make the sequence constant, with $D_0=0$.

Conversely, if $x_n=s+c\,q^n$ with these restrictions, (c) gives $D_n\neq0$. Moreover $e_ne_{n+2}=c^2q^{2n+2}=e_{n+1}^2$, so (b) gives $A_n=s$.

```lean
/-- All second differences are nonzero and every Aitken value equals `s` if and only if the
iterates are `s + c q^n` with `c` nonzero and `q` different from 0 and 1. -/
theorem aitken_exact_iff (x : ℕ → K) (s : K) :
    (∀ n, secondDiff x n ≠ 0 ∧ aitken x n = s) ↔
      ∃ c q : K, c ≠ 0 ∧ q ≠ 0 ∧ q ≠ 1 ∧ ∀ n, x n = s + c * q ^ n := by
  constructor
  · intro h
    have hr : ∀ n, (x n - s) * (x (n + 2) - s) = (x (n + 1) - s) ^ 2 :=
      fun n => (aitken_eq_iff x s n (h n).1).1 (h n).2
    -- a vanishing error would make the next two errors vanish as well
    have hne : ∀ n, x n - s ≠ 0 := by
      intro n h0
      have h1 : x (n + 1) - s = 0 := by
        have h' := hr n
        rw [h0, zero_mul] at h'
        exact (pow_eq_zero_iff two_ne_zero).1 h'.symm
      have h2 : x (n + 2) - s = 0 := by
        have h' := hr (n + 1)
        rw [h1, zero_mul] at h'
        exact (pow_eq_zero_iff two_ne_zero).1 h'.symm
      apply (h n).1
      unfold secondDiff
      linear_combination h2 - 2 * h1 + h0
    obtain ⟨q, hq⟩ : ∃ q, x 1 - s = q * (x 0 - s) :=
      ⟨(x 1 - s) / (x 0 - s), (div_mul_cancel₀ _ (hne 0)).symm⟩
    -- the error ratio is the same at every step
    have hstep : ∀ n, x (n + 1) - s = q * (x n - s) := by
      intro n
      induction n with
      | zero => exact hq
      | succ n ih =>
        show x (n + 2) - s = q * (x (n + 1) - s)
        apply mul_left_cancel₀ (hne n)
        linear_combination hr n + (x (n + 1) - s) * ih
    have hx : ∀ n, x n = s + (x 0 - s) * q ^ n := by
      intro n
      induction n with
      | zero => simp
      | succ n ih => linear_combination hstep n + q * ih
    refine ⟨x 0 - s, q, hne 0, ?_, ?_, hx⟩
    · intro h0
      exact hne 1 (by rw [hq, h0, zero_mul])
    · intro h1
      rw [h1] at hx
      apply (h 0).1
      unfold secondDiff
      linear_combination hx (0 + 2) - 2 * hx (0 + 1) + hx 0
  · rintro ⟨c, q, hc, hq, h1, hx⟩ n
    have hD : secondDiff x n ≠ 0 := by
      rw [funext hx, secondDiff_geometric]
      exact mul_ne_zero (mul_ne_zero hc (pow_ne_zero n hq))
        (pow_ne_zero 2 (sub_ne_zero.2 h1))
    refine ⟨hD, (aitken_eq_iff x s n hD).2 ?_⟩
    rw [hx n, hx (n + 1), hx (n + 2)]
    ring
```

In the forward direction, `hr` is the relation between three errors, `hne` says that none vanishes, `hstep` is the constant ratio and `hx` the closed form. The nonzero second difference stands on the left of the equivalence for a reason: Lean sets division by zero to zero, so the constant sequence $x_n=s$ would otherwise pass as exact.

Convergence is nowhere assumed. The sequence $1,2,4,8,\dots$ has $A_n=0$ for every $n$, although it runs away from $0$.

## (e) One extrapolation for a linear self-consistency map

Let $F(y)=g\,y+h$ with $g\neq1$, and let $x_{k+1}=(1-\alpha)x_k+\alpha F(x_k)$ with $\alpha\neq0$. Suppose $F(x_n)\neq x_n$ for some $n$. Show that

$$D_n\neq0 \quad\text{and}\quad F(A_n)=A_n.$$

Let $R_k=F(x_k)-x_k=(g-1)x_k+h$ be the residual. Then $x_{k+1}-x_k=\alpha R_k$ and $R_{k+1}-R_k=\alpha(g-1)R_k$, so

$$D_n=\alpha(R_{n+1}-R_n)=\alpha^2(g-1)R_n\neq0.$$

The map has the fixed point $s=-h/(g-1)$, and $F(y)-s=g(y-s)$. Each damped step therefore multiplies the error by $\lambda=1-\alpha+\alpha g$. Hence $e_ne_{n+2}=\lambda^2e_n^2=e_{n+1}^2$, and (b) gives $A_n=s$.

```lean
/-- For a self-consistency map `F y = g y + h` with `g ≠ 1`, iterated with nonzero mixing
parameter, the extrapolation from any iterate that is not a fixed point has a nonzero
denominator and gives a fixed point of `F`. -/
theorem aitken_linear_mixing (F : K → K) (g h α : K) (hF : ∀ y, F y = g * y + h)
    (hg : g ≠ 1) (hα : α ≠ 0) (x : ℕ → K) (hx : ∀ k, x (k + 1) = mixStep α F (x k))
    (n : ℕ) (hn : F (x n) ≠ x n) :
    secondDiff x n ≠ 0 ∧ F (aitken x n) = aitken x n := by
  have hg' : g - 1 ≠ 0 := sub_ne_zero.2 hg
  have hs1 : ∀ k, x (k + 1) = (1 - α) * x k + α * (g * x k + h) := by
    intro k
    rw [hx k, mixStep, hF]
  have h1 := hs1 n
  have h2 : x (n + 2) = (1 - α) * x (n + 1) + α * (g * x (n + 1) + h) := hs1 (n + 1)
  have hr : (g - 1) * x n + h ≠ 0 := fun e => hn (by rw [hF]; linear_combination e)
  have hD : secondDiff x n ≠ 0 := by
    have e : secondDiff x n = α ^ 2 * (g - 1) * ((g - 1) * x n + h) := by
      unfold secondDiff
      rw [h2, h1]
      ring
    rw [e]
    exact mul_ne_zero (mul_ne_zero (pow_ne_zero 2 hα) hg') hr
  -- the fixed point of the linear map, and the errors measured from it
  obtain ⟨s, hs⟩ : ∃ s, s * (g - 1) = -h := ⟨-h / (g - 1), div_mul_cancel₀ _ hg'⟩
  have e1 : x (n + 1) - s = (1 - α + α * g) * (x n - s) := by
    linear_combination h1 + α * hs
  have e2 : x (n + 2) - s = (1 - α + α * g) * (x (n + 1) - s) := by
    linear_combination h2 + α * hs
  have hA : aitken x n = s := (aitken_eq_iff x s n hD).2 (by rw [e2, e1]; ring)
  refine ⟨hD, ?_⟩
  rw [hA, hF]
  linear_combination hs
```

The constant $g$ is the response of the output to a change of the input, and `hF` postulates that it is the same everywhere. This stands for a self-consistency map close to its solution, where curvature is negligible. The condition $g\neq1$ says that a shift of the input is not reproduced unchanged in the output. The hypothesis `hn` says that the iterate is not yet self-consistent.

In the proof, `hD` says that the second difference is nonzero and rests on its factorised form `e`, while `e1` and `e2` are the two error steps. The damped iteration itself may diverge, and the extrapolated value is still the fixed point. The theorem treats one scalar unknown; a density or a density matrix with many coupled components needs a different analysis.

## (f) Errors that are only asymptotically geometric

Let $x$ be a real sequence with $x_n\neq s$ for all $n$, and suppose $e_{n+1}/e_n\to q$ with $q\neq1$. Show that $D_n\neq0$ for all sufficiently large $n$ and that

$$\frac{A_n-s}{x_n-s}\to0.$$

Write $r_n=e_{n+1}/e_n$. Then $e_{n+1}=r_ne_n$ and $e_{n+2}=r_{n+1}r_ne_n$, so

$$D_n=(r_{n+1}r_n-2r_n+1)\,e_n.$$

The bracket tends to $(q-1)^2\neq0$, hence $D_n\neq0$ from some index on. For those $n$, (a) gives

$$\frac{A_n-s}{e_n}=\frac{r_{n+1}r_n-r_n^2}{r_{n+1}r_n-2r_n+1}\to\frac{q^2-q^2}{(q-1)^2}=0.$$

Convergence of the ratios is not enough if the limit 1 is allowed. Take $x_n=1/(n+1)$ and $s=0$, for which $r_n\to1$. Here $D_n=2/\big((n+1)(n+2)(n+3)\big)$ and $A_n=1/\big(2(n+2)\big)$, so the quotient $A_n/x_n$ tends to $1/2$: the extrapolation only halves the error.

```lean
/-- If a real sequence never equals `s` and its successive error ratios tend to some `q ≠ 1`,
then the second differences are eventually nonzero and the extrapolated error becomes
negligible compared with the original error. -/
theorem aitken_accelerates (x : ℕ → ℝ) (s q : ℝ) (hq : q ≠ 1) (hne : ∀ n, x n ≠ s)
    (hlim : Tendsto (fun n => (x (n + 1) - s) / (x n - s)) atTop (𝓝 q)) :
    (∀ᶠ n in atTop, secondDiff x n ≠ 0) ∧
      Tendsto (fun n => (aitken x n - s) / (x n - s)) atTop (𝓝 0) := by
  obtain ⟨r, hr, hl⟩ : ∃ r : ℕ → ℝ, (∀ n, x (n + 1) - s = r n * (x n - s)) ∧
      Tendsto r atTop (𝓝 q) :=
    ⟨fun n => (x (n + 1) - s) / (x n - s),
      fun n => (div_mul_cancel₀ _ (sub_ne_zero.2 (hne n))).symm, hlim⟩
  have hl' : Tendsto (fun n => r (n + 1)) atTop (𝓝 q) :=
    hl.comp (tendsto_add_atTop_nat 1)
  have hr2 : ∀ n, x (n + 2) - s = r (n + 1) * (x (n + 1) - s) := fun n => hr (n + 1)
  -- the second difference in units of the current error
  have hD : ∀ n, secondDiff x n = (r (n + 1) * r n - 2 * r n + 1) * (x n - s) := by
    intro n
    unfold secondDiff
    linear_combination hr2 n + (r (n + 1) - 2) * hr n
  have hd : Tendsto (fun n => r (n + 1) * r n - 2 * r n + 1) atTop
      (𝓝 (q * q - 2 * q + 1)) :=
    ((hl'.mul hl).sub (hl.const_mul 2)).add_const 1
  have hd0 : q * q - 2 * q + 1 ≠ 0 := fun e =>
    pow_ne_zero 2 (sub_ne_zero.2 hq) (by linear_combination e)
  have hev := hd.eventually_ne hd0
  have hevD : ∀ᶠ n in atTop, secondDiff x n ≠ 0 := hev.mono fun n hn => by
    rw [hD n]
    exact mul_ne_zero hn (sub_ne_zero.2 (hne n))
  have hz : Tendsto (fun n => (r (n + 1) * r n - r n * r n) /
      (r (n + 1) * r n - 2 * r n + 1)) atTop
      (𝓝 ((q * q - q * q) / (q * q - 2 * q + 1))) :=
    ((hl'.mul hl).sub (hl.mul hl)).div hd hd0
  rw [sub_self, zero_div] at hz
  refine ⟨hevD, hz.congr' ?_⟩
  filter_upwards [hev, hevD] with n hn hDn
  have h0 : x n - s ≠ 0 := sub_ne_zero.2 (hne n)
  rw [aitken_error x s n hDn, hD n, hr2 n, hr n, div_div,
    div_eq_div_iff hn (mul_ne_zero (mul_ne_zero hn h0) h0)]
  ring

end

end AitkenExtrapolation
```

The phrase `∀ᶠ n in atTop` means "for all sufficiently large $n$", and `Tendsto … atTop (𝓝 0)` is convergence to zero. The proof names the ratios `r`, factors the second difference in `hD`, and takes the limit of the bracket in `hd` and of the quotient in `hz`. The last lines identify that quotient with $(A_n-s)/(x_n-s)$ wherever the denominators are nonzero.

The comparison is with the error of $x_n$, the first of the three iterates used, and not with that of $x_{n+2}$. The theorem gives no rate and no index from which the estimate is good.

```lean
#print axioms AitkenExtrapolation.secondDiff_geometric
-- 'AitkenExtrapolation.secondDiff_geometric' depends on axioms: [propext, Quot.sound]
#print axioms AitkenExtrapolation.aitken_exact_iff
-- 'AitkenExtrapolation.aitken_exact_iff' depends on axioms: [propext, Classical.choice, Quot.sound]
#print axioms AitkenExtrapolation.aitken_linear_mixing
-- 'AitkenExtrapolation.aitken_linear_mixing' depends on axioms: [propext, Classical.choice, Quot.sound]
#print axioms AitkenExtrapolation.aitken_accelerates
-- 'AitkenExtrapolation.aitken_accelerates' depends on axioms: [propext, Classical.choice, Quot.sound]
```
